# The variational estimate for a trial state with an orthogonal admixture

The theorem `variational_trial` concerns a trial state φ + εχ in a real inner product space, where φ is a unit vector and χ is orthogonal to it but need not be normalised. For a symmetric linear operator A, it says that the variational estimate, the expectation value of A divided by the squared norm of the trial state, equals (⟨φ, Aφ⟩ + 2ε⟨χ, Aφ⟩ + ε²⟨χ, Aχ⟩) / (1 + ε²‖χ‖²). The proof takes the numerator from the earlier lemma `inner_trial`. The denominator is computed in an auxiliary step `hn`, which expands the inner product of the trial state with itself and leaves the remaining algebra to `ring`.

The failing Lean file:

```lean
import Mathlib

open Filter Topology Asymptotics
open scoped InnerProductSpace

namespace VariationalTrial

noncomputable section

variable {E : Type*} [NormedAddCommGroup E] [InnerProductSpace ℝ E]

/-- The trial state `φ + ε χ`: the target state `φ` with an admixture `χ` of amplitude `ε`. -/
def trial (φ χ : E) (ε : ℝ) : E := φ + ε • χ

/-- The variational estimate `⟨ψ, A ψ⟩ / ⟨ψ, ψ⟩`, for a non-zero state `ψ`. -/
def variational (A : E →ₗ[ℝ] E) (ψ : E) : ℝ := ⟪ψ, A ψ⟫_ℝ / ⟪ψ, ψ⟫_ℝ

/-- For symmetric `A`, the unnormalised expectation value in the trial state is quadratic
in the admixture `ε`. -/
theorem inner_trial {A : E →ₗ[ℝ] E} (hA : A.IsSymmetric) (φ χ : E) (ε : ℝ) :
    ⟪trial φ χ ε, A (trial φ χ ε)⟫_ℝ =
      ⟪φ, A φ⟫_ℝ + 2 * ε * ⟪χ, A φ⟫_ℝ + ε ^ 2 * ⟪χ, A χ⟫_ℝ := by
  have hs : ⟪φ, A χ⟫_ℝ = ⟪χ, A φ⟫_ℝ := (hA φ χ).symm.trans (real_inner_comm _ _)
  simp only [trial, map_add, map_smul, inner_add_left, inner_add_right,
    real_inner_smul_left, real_inner_smul_right, hs]
  ring

/-- For symmetric `A`, a unit vector `φ` and `χ` orthogonal to it, the variational estimate
is this quotient of two quadratic polynomials in `ε`. -/
theorem variational_trial {A : E →ₗ[ℝ] E} (hA : A.IsSymmetric) {φ χ : E} (hφ : ‖φ‖ = 1)
    (h : ⟪φ, χ⟫_ℝ = 0) (ε : ℝ) :
    variational A (trial φ χ ε) =
      (⟪φ, A φ⟫_ℝ + 2 * ε * ⟪χ, A φ⟫_ℝ + ε ^ 2 * ⟪χ, A χ⟫_ℝ) / (1 + ε ^ 2 * ‖χ‖ ^ 2) := by
  have h' : ⟪χ, φ⟫_ℝ = 0 := (real_inner_comm _ _).trans h
  have hn : ⟪trial φ χ ε, trial φ χ ε⟫_ℝ = 1 + ε ^ 2 * ‖χ‖ ^ 2 := by
    simp only [trial, inner_add_left, inner_add_right, real_inner_smul_left,
      real_inner_smul_right, h, h', real_inner_self_eq_norm_sq, hφ]
    ring
  rw [variational, inner_trial hA, hn]

end

end VariationalTrial
```

Lean reports:

```
Try this:
  [apply] ring_nf
  
  The `ring` tactic failed to close the goal. Use `ring_nf` to obtain a normal form.
    
  Note that `ring` works primarily in *commutative* rings. If you have a noncommutative ring, abelian group or module, consider using `noncomm_ring`, `abel` or `module` instead.
Main.lean:35:66: error: unsolved goals
E : Type u_1
inst✝¹ : NormedAddCommGroup E
inst✝ : InnerProductSpace ℝ E
A : E →ₗ[ℝ] E
hA : A.IsSymmetric
φ χ : E
hφ : ‖φ‖ = 1
h : ⟪φ, χ⟫_ℝ = 0
ε : ℝ
h' : ⟪χ, φ⟫_ℝ = 0
⊢ 1 + ‖ε • χ‖ ^ 2 = 1 + ε ^ 2 * ‖χ‖ ^ 2
```

The error is in `hn`: what remains to be shown is that `‖ε • χ‖ ^ 2` equals `ε ^ 2 * ‖χ‖ ^ 2`. The other message says that `ring` could not close the goal; its suggestion of `ring_nf` would not help, since the missing fact is about norms.

The expansion produces the term `⟪ε • χ, ε • χ⟫_ℝ`, which two kinds of lemma in the `simp only` call can rewrite. `real_inner_smul_left` and `real_inner_smul_right` would take the scalar out, but `real_inner_self_eq_norm_sq` turned the whole term into `‖ε • χ‖ ^ 2` first. After that there was no inner product left for the scalar lemmas to act on, and nothing in the list takes a scalar out of a norm. `ring` does not know how a norm scales either.

The repair splits the call in two. The first `simp only` expands the inner products and takes out the scalars, leaving `⟪χ, χ⟫_ℝ` with its factors of `ε` outside. Only then does the second turn inner products into squared norms and put in `‖φ‖ = 1`, after which `ring` can finish.

The change, after which it compiles:

```diff
@@ -35,5 +35,6 @@
   have hn : ⟪trial φ χ ε, trial φ χ ε⟫_ℝ = 1 + ε ^ 2 * ‖χ‖ ^ 2 := by
     simp only [trial, inner_add_left, inner_add_right, real_inner_smul_left,
-      real_inner_smul_right, h, h', real_inner_self_eq_norm_sq, hφ]
+      real_inner_smul_right, h, h']
+    simp only [real_inner_self_eq_norm_sq, hφ]
     ring
   rw [variational, inner_trial hA, hn]
```
